# In finite dimension, a positive overlap penalty singles out the orthogonal first-order correction to a non-degenerate ground state

## Two levels

Take a two-level system with unperturbed energies \(0\) and \(\Delta>0\), ground state \(\psi_0=(1,0)\), and a perturbation \(V\) whose matrix element from the ground to the excited level is \(v\). For a trial correction \(\varphi=(a,b)\) the Hylleraas functional is

\[
J(\varphi)=\Delta|b|^2+2\,\mathrm{Re}(\bar b\,v)=\Delta\left|b+\frac{v}{\Delta}\right|^2-\frac{|v|^2}{\Delta}.
\]

The minimum fixes \(b=-v/\Delta\), the familiar first-order coefficient, but leaves \(a\) free. One remedy is to impose \(a=0\) as a constraint. Another is to add \(c|a|^2\) with \(c>0\). The minimum then lies at \(a=0\), and \(b\) is unchanged whatever the value of \(c\).

## The general functional

Let \(H_0\) be a Hermitian operator on a finite-dimensional complex space, with non-degenerate lowest eigenvalue \(E_0\) and unit eigenvector \(\psi_0\). Let \(V\) be the perturbation, so that the perturbed Hamiltonian is \(H_0+\lambda V\) with a small parameter \(\lambda\). The inner product is conjugate-linear in its first argument. Write

\[
A=H_0-E_0,\qquad E_1=\langle\psi_0,V\psi_0\rangle,\qquad s=(V-E_1)\psi_0 .
\]

The first-order equation is \(A\varphi+s=0\). The functional and its penalised form are

\[
J(\varphi)=\langle\varphi,A\varphi\rangle+2\,\mathrm{Re}\langle\varphi,s\rangle,\qquad
J_c(\varphi)=J(\varphi)+c\,|\langle\psi_0,\varphi\rangle|^2 .
\]

The constant \(c\) is an artificial energy cost for the component of \(\varphi\) along \(\psi_0\), not a coupling in the Hamiltonian.

There is one vector \(\varphi_1\), orthogonal to \(\psi_0\) and solving the first-order equation, that is the only minimiser of \(J_c\) for every \(c>0\). Conversely, \(J_c\) has exactly one minimiser only if \(c>0\). For a non-degenerate ground state in a finite basis, the first-order wavefunction can therefore be found by unconstrained minimisation.

## Derivation

**Overlaps with \(\psi_0\).** Since \(A\) is Hermitian and \(A\psi_0=0\), we have \(\langle\psi_0,Ax\rangle=\langle A\psi_0,x\rangle=0\) for all \(x\). Also \(\langle\psi_0,s\rangle=E_1-E_1=0\).

**Zero expectation value.** Suppose \(\langle x,Ax\rangle=0\) and put \(y=Ax\). For real \(t\), positivity of \(A\) gives

\[
0\le\langle x-ty,A(x-ty)\rangle=-2t\|y\|^2+t^2\langle y,Ay\rangle .
\]

A quadratic that is nowhere negative has discriminant at most zero, so \(4\|y\|^4\le0\) and \(Ax=0\).

**Positive definiteness.** Let \(c>0\), \(d\neq0\) and
\[
Q_c(d)=\langle d,Ad\rangle+c|\langle\psi_0,d\rangle|^2 .
\]
If the first term is positive, so is \(Q_c(d)\). If it vanishes, the previous step gives \(d=a\psi_0\) with \(a\ne0\), and \(Q_c(d)=c|a|^2>0\).

**Existence of \(\varphi_1\).** Let \(K=A+|\psi_0\rangle\langle\psi_0|\). Then \(\langle\psi_0,Kx\rangle=\langle\psi_0,x\rangle\). If \(Kx=0\), this overlap vanishes, hence \(Ax=0\), so \(x=a\psi_0\) with \(a=\langle\psi_0,x\rangle=0\). Thus \(K\) is injective and, in finite dimension, surjective. Solve \(K\varphi_1=-s\). Taking the overlap with \(\psi_0\) gives \(\langle\psi_0,\varphi_1\rangle=0\), and what remains is \(A\varphi_1=-s\).

**The minimum.** Because \(\varphi_1\) is orthogonal to \(\psi_0\),

\[
J_c(\varphi_1+d)=J_c(\varphi_1)+2\,\mathrm{Re}\langle d,A\varphi_1+s\rangle+Q_c(d)
=J_c(\varphi_1)+Q_c(d).
\]

For \(c>0\) every \(d\ne0\) raises the value.

**Non-positive \(c\).** The overlaps above give \(J(\varphi+a\psi_0)=J(\varphi)\). Suppose \(c\le0\) and \(\varphi\) is a minimiser with overlap \(b=\langle\psi_0,\varphi\rangle\). Choose \(a=b\) if \(b\ne0\), and \(a=1\) otherwise. Then \(|b+a|\ge|b|\), so \(J_c(\varphi+a\psi_0)\le J_c(\varphi)\), and \(\varphi+a\psi_0\) is a second minimiser.

## How the Lean statement encodes the physics

The space `E` is a complex inner product space, and operators are linear maps; an orthonormal basis turns them into matrices. `shifted` is \(A\), `source` is \(s\), and `hylleraas` and `penalised` are \(J\) and \(J_c\), made real-valued by taking real parts.

`IsGroundState` collects the assumptions: \(H_0\) is symmetric, \(\psi_0\) has norm one, \(A\) has non-negative expectation values, and its kernel consists exactly of the multiples of \(\psi_0\). Non-degeneracy is thus assumed. `V` is any linear map; Hermiticity, which a physical perturbation would have, is not needed for these statements.

`IsFirstOrder` means that a vector solves the first-order equation and is orthogonal to \(\psi_0\). In `penalised_minimiser` the vector `φ₁` is chosen before `c`, which expresses its independence of the penalty. `existsUnique_minimiser_iff` states the equivalence with `0 < c`.

Degenerate levels, excited reference states and infinite-dimensional spaces are not covered. The first-order equation is taken as the definition of the correction, not derived from a perturbed eigenvector. The theorems locate the minimum; they do not identify its value with the second-order energy, the other familiar use of the Hylleraas functional.

## The Lean file

```lean
import Mathlib

namespace HylleraasPenalty

noncomputable section

variable {E : Type*} [NormedAddCommGroup E] [InnerProductSpace ℂ E]

/-- The shifted unperturbed Hamiltonian `H₀ - E₀`. -/
def shifted (H₀ : E →ₗ[ℂ] E) (E₀ : ℝ) : E →ₗ[ℂ] E := H₀ - (E₀ : ℂ) • LinearMap.id

/-- The unit vector `ψ₀` spans the kernel of `H₀ - E₀`, which is symmetric and positive
semidefinite. -/
structure IsGroundState (H₀ : E →ₗ[ℂ] E) (E₀ : ℝ) (ψ₀ : E) : Prop where
  hermitian : H₀.IsSymmetric
  unit : ‖ψ₀‖ = 1
  nonneg : ∀ x, 0 ≤ (inner ℂ x (shifted H₀ E₀ x)).re
  ker : ∀ x, shifted H₀ E₀ x = 0 ↔ ∃ a : ℂ, x = a • ψ₀

/-- The source term `(V - E₁) ψ₀` with `E₁ = ⟨ψ₀, V ψ₀⟩`. -/
def source (V : E →ₗ[ℂ] E) (ψ₀ : E) : E := V ψ₀ - (inner ℂ ψ₀ (V ψ₀)) • ψ₀

/-- The Hylleraas functional `J(φ) = ⟨φ, (H₀ - E₀) φ⟩ + 2 Re ⟨φ, (V - E₁) ψ₀⟩`. -/
def hylleraas (H₀ : E →ₗ[ℂ] E) (E₀ : ℝ) (V : E →ₗ[ℂ] E) (ψ₀ φ : E) : ℝ :=
  (inner ℂ φ (shifted H₀ E₀ φ)).re + 2 * (inner ℂ φ (source V ψ₀)).re

/-- The Hylleraas functional with the overlap penalty `c |⟨ψ₀, φ⟩|²`. -/
def penalised (H₀ : E →ₗ[ℂ] E) (E₀ : ℝ) (V : E →ₗ[ℂ] E) (ψ₀ : E) (c : ℝ) (φ : E) : ℝ :=
  hylleraas H₀ E₀ V ψ₀ φ + c * ‖inner ℂ ψ₀ φ‖ ^ 2

/-- `φ` solves the first-order equation and is orthogonal to `ψ₀`. -/
def IsFirstOrder (H₀ : E →ₗ[ℂ] E) (E₀ : ℝ) (V : E →ₗ[ℂ] E) (ψ₀ φ : E) : Prop :=
  shifted H₀ E₀ φ + source V ψ₀ = 0 ∧ inner ℂ ψ₀ φ = 0

/-- The operator `|ψ₀⟩⟨ψ₀|`. -/
def overlapProj (ψ₀ : E) : E →ₗ[ℂ] E where
  toFun x := (inner ℂ ψ₀ x) • ψ₀
  map_add' x y := by simp only [inner_add_right, add_smul]
  map_smul' a x := by simp only [inner_smul_right, mul_smul, RingHom.id_apply]

variable {H₀ V : E →ₗ[ℂ] E} {E₀ : ℝ} {ψ₀ : E}

/-- `H₀ - E₀` can be moved from one side of the inner product to the other. -/
theorem shifted_symm (h : IsGroundState H₀ E₀ ψ₀) (x y : E) :
    inner ℂ (shifted H₀ E₀ x) y = inner ℂ x (shifted H₀ E₀ y) := by
  have hs : inner ℂ (H₀ x) y = inner ℂ x (H₀ y) := h.hermitian x y
  simp only [shifted, LinearMap.sub_apply, LinearMap.smul_apply, LinearMap.id_apply,
    inner_sub_left, inner_sub_right, inner_smul_left, inner_smul_right,
    Complex.conj_ofReal, hs]

/-- `ψ₀` has unit overlap with itself and none with the range of `H₀ - E₀` or with the
source term. -/
theorem overlaps (h : IsGroundState H₀ E₀ ψ₀) (V : E →ₗ[ℂ] E) :
    inner ℂ ψ₀ ψ₀ = (1 : ℂ) ∧ (∀ x, inner ℂ ψ₀ (shifted H₀ E₀ x) = (0 : ℂ)) ∧
      inner ℂ ψ₀ (source V ψ₀) = (0 : ℂ) := by
  have h1 : inner ℂ ψ₀ ψ₀ = (1 : ℂ) := by
    rw [inner_self_eq_norm_sq_to_K, h.unit]; simp
  refine ⟨h1, fun x => ?_, ?_⟩
  · rw [← shifted_symm h, (h.ker ψ₀).2 ⟨1, (one_smul _ _).symm⟩, inner_zero_left]
  · rw [source, inner_sub_right, inner_smul_right, h1, mul_one, sub_self]

/-- A vector in which `H₀ - E₀` has zero expectation value is annihilated by `H₀ - E₀`. -/
theorem shifted_eq_zero (h : IsGroundState H₀ E₀ ψ₀) (x : E)
    (hx : (inner ℂ x (shifted H₀ E₀ x)).re = 0) : shifted H₀ E₀ x = 0 := by
  set y := shifted H₀ E₀ x with hy
  have hn : (inner ℂ y y).re = ‖y‖ ^ 2 := inner_self_eq_norm_sq (𝕜 := ℂ) y
  have hxy : inner ℂ x (shifted H₀ E₀ y) = inner ℂ y y := (shifted_symm h x y).symm
  -- positivity along the line `x - t y` gives a quadratic in `t` without constant term
  have q : ∀ t : ℝ, 0 ≤ (inner ℂ y (shifted H₀ E₀ y)).re * (t * t)
      + (-2 * ‖y‖ ^ 2) * t + 0 := by
    intro t
    have e : inner ℂ (x - (t : ℂ) • y) (shifted H₀ E₀ (x - (t : ℂ) • y))
        = inner ℂ x y + ((-2 * t : ℝ) : ℂ) * inner ℂ y y
          + ((t * t : ℝ) : ℂ) * inner ℂ y (shifted H₀ E₀ y) := by
      rw [map_sub, map_smul, ← hy]
      simp only [inner_sub_left, inner_sub_right, inner_smul_left, inner_smul_right,
        Complex.conj_ofReal, hxy]
      push_cast
      ring
    have p := h.nonneg (x - (t : ℂ) • y)
    rw [e, Complex.add_re, Complex.add_re, Complex.re_ofReal_mul, Complex.re_ofReal_mul,
      hx, hn] at p
    linarith
  have d := discrim_le_zero q
  unfold discrim at d
  have h0 : ‖y‖ ^ 2 = 0 := by nlinarith [sq_nonneg (‖y‖ ^ 2)]
  exact norm_eq_zero.1 (pow_eq_zero_iff (two_ne_zero)|>.1 h0)

/-- With a positive penalty the quadratic part of the functional is positive definite. -/
theorem penalised_form_pos (h : IsGroundState H₀ E₀ ψ₀) {c : ℝ} (hc : 0 < c) {d : E}
    (hd : d ≠ 0) : 0 < (inner ℂ d (shifted H₀ E₀ d)).re + c * ‖inner ℂ ψ₀ d‖ ^ 2 := by
  have p := h.nonneg d
  rcases p.lt_or_eq with p | p
  · positivity
  · obtain ⟨a, rfl⟩ := (h.ker d).1 (shifted_eq_zero h d p.symm)
    have ha : a ≠ 0 := fun h0 => hd (by rw [h0, zero_smul])
    rw [← p, inner_smul_right, (overlaps h 0).1, mul_one, zero_add]
    have := norm_pos_iff.2 ha
    positivity

/-- The first-order equation has a solution orthogonal to `ψ₀`. -/
theorem exists_firstOrder [FiniteDimensional ℂ E] (h : IsGroundState H₀ E₀ ψ₀)
    (V : E →ₗ[ℂ] E) : ∃ φ, IsFirstOrder H₀ E₀ V ψ₀ φ := by
  obtain ⟨o1, o2, o3⟩ := overlaps h V
  let K : E →ₗ[ℂ] E := shifted H₀ E₀ + overlapProj ψ₀
  have hK : ∀ x, K x = shifted H₀ E₀ x + (inner ℂ ψ₀ x) • ψ₀ := fun _ => rfl
  have ho : ∀ x, inner ℂ ψ₀ (K x) = inner ℂ ψ₀ x := fun x => by
    rw [hK, inner_add_right, o2, inner_smul_right, o1, mul_one, zero_add]
  -- adding the projector removes the kernel
  have inj : Function.Injective K := by
    refine (injective_iff_map_eq_zero K).2 fun x hx => ?_
    have h0 : inner ℂ ψ₀ x = (0 : ℂ) := by rw [← ho, hx, inner_zero_right]
    rw [hK, h0, zero_smul, add_zero] at hx
    obtain ⟨a, rfl⟩ := (h.ker x).1 hx
    rw [inner_smul_right, o1, mul_one] at h0
    rw [h0, zero_smul]
  obtain ⟨φ, hφ⟩ := LinearMap.injective_iff_surjective.1 inj (-source V ψ₀)
  have h0 : inner ℂ ψ₀ φ = (0 : ℂ) := by rw [← ho, hφ, inner_neg_right, o3, neg_zero]
  refine ⟨φ, ?_, h0⟩
  rw [hK, h0, zero_smul, add_zero] at hφ
  rw [hφ, neg_add_cancel]

/-- For `c > 0` every vector other than the orthogonal first-order correction has a strictly
larger penalised functional. -/
theorem penalised_lt (h : IsGroundState H₀ E₀ ψ₀) {c : ℝ} (hc : 0 < c) {φ χ : E}
    (hφ : IsFirstOrder H₀ E₀ V ψ₀ φ) (hne : χ ≠ φ) :
    penalised H₀ E₀ V ψ₀ c φ < penalised H₀ E₀ V ψ₀ c χ := by
  obtain ⟨d, rfl⟩ : ∃ d, χ = φ + d := ⟨χ - φ, by abel⟩
  have hd : d ≠ 0 := fun h0 => hne (by rw [h0, add_zero])
  have hs : source V ψ₀ = -shifted H₀ E₀ φ := eq_neg_of_add_eq_zero_right hφ.1
  have sym : (inner ℂ φ (shifted H₀ E₀ d)).re = (inner ℂ d (shifted H₀ E₀ φ)).re := by
    rw [← shifted_symm h φ d, ← inner_conj_symm (shifted H₀ E₀ φ) d, Complex.conj_re]
  have p := penalised_form_pos h hc hd
  -- the terms linear in `d` cancel
  simp only [penalised, hylleraas, hs, map_add, inner_add_left, inner_add_right,
    inner_neg_right, Complex.add_re, Complex.neg_re, hφ.2, zero_add, norm_zero]
  linarith

/-- Adding `a ψ₀` to a trial vector changes only the penalty term. -/
theorem penalised_add_smul (h : IsGroundState H₀ E₀ ψ₀) (c : ℝ) (φ : E) (a : ℂ) :
    penalised H₀ E₀ V ψ₀ c (φ + a • ψ₀)
      = hylleraas H₀ E₀ V ψ₀ φ + c * ‖inner ℂ ψ₀ φ + a‖ ^ 2 := by
  obtain ⟨o1, o2, o3⟩ := overlaps h V
  have hA : shifted H₀ E₀ ψ₀ = 0 := (h.ker ψ₀).2 ⟨1, (one_smul _ _).symm⟩
  simp only [penalised, hylleraas, map_add, map_smul, hA, smul_zero, add_zero,
    inner_add_left, inner_add_right, inner_smul_left, inner_smul_right, o1, o2, o3,
    mul_zero, mul_one]

/-- One vector, the first-order correction orthogonal to `ψ₀`, is for every `c > 0` the only
minimiser of the penalised Hylleraas functional over all vectors. -/
theorem penalised_minimiser [FiniteDimensional ℂ E] (h : IsGroundState H₀ E₀ ψ₀)
    (V : E →ₗ[ℂ] E) : ∃ φ₁, IsFirstOrder H₀ E₀ V ψ₀ φ₁ ∧ ∀ c : ℝ, 0 < c → ∀ φ,
      (∀ χ, penalised H₀ E₀ V ψ₀ c φ ≤ penalised H₀ E₀ V ψ₀ c χ) ↔ φ = φ₁ := by
  obtain ⟨φ₁, h₁⟩ := exists_firstOrder h V
  refine ⟨φ₁, h₁, fun c hc φ => ⟨fun hmin => ?_, ?_⟩⟩
  · by_contra hne
    exact not_lt_of_ge (hmin φ₁) (penalised_lt h hc h₁ hne)
  · rintro rfl χ
    by_cases hχ : χ = φ
    · rw [hχ]
    · exact (penalised_lt h hc h₁ hχ).le

/-- The penalised Hylleraas functional has exactly one minimiser if and only if the penalty
constant is positive. -/
theorem existsUnique_minimiser_iff [FiniteDimensional ℂ E] (h : IsGroundState H₀ E₀ ψ₀)
    (V : E →ₗ[ℂ] E) (c : ℝ) :
    (∃! φ, ∀ χ, penalised H₀ E₀ V ψ₀ c φ ≤ penalised H₀ E₀ V ψ₀ c χ) ↔ 0 < c := by
  constructor
  · rintro ⟨φ, hφ, hu⟩
    by_contra hc
    -- a shift along `ψ₀` that does not decrease the overlap
    obtain ⟨a, ha, hle⟩ : ∃ a : ℂ, a ≠ 0 ∧ ‖inner ℂ ψ₀ φ‖ ≤ ‖inner ℂ ψ₀ φ + a‖ := by
      by_cases hs : inner ℂ ψ₀ φ = (0 : ℂ)
      · exact ⟨1, one_ne_zero, by simp [hs]⟩
      · refine ⟨inner ℂ ψ₀ φ, hs, ?_⟩
        have h2 : ‖(2 : ℂ)‖ = 2 := by simp
        rw [← two_mul, norm_mul, h2]
        linarith [norm_nonneg (inner ℂ ψ₀ φ)]
    have hdown : penalised H₀ E₀ V ψ₀ c (φ + a • ψ₀) ≤ penalised H₀ E₀ V ψ₀ c φ := by
      rw [penalised_add_smul h, penalised]
      have := mul_le_mul_of_nonpos_left (pow_le_pow_left₀ (norm_nonneg _) hle 2)
        (not_lt.1 hc)
      linarith
    have e : φ + a • ψ₀ = φ := hu _ fun χ => hdown.trans (hφ χ)
    have e0 : a • ψ₀ = 0 := add_left_cancel (e.trans (add_zero φ).symm)
    rcases smul_eq_zero.1 e0 with h0 | h0
    · exact ha h0
    · have := h.unit
      rw [h0, norm_zero] at this
      exact zero_ne_one this
  · intro hc
    obtain ⟨φ₁, -, hm⟩ := penalised_minimiser h V
    exact ⟨φ₁, (hm c hc φ₁).2 rfl, fun φ hφ => (hm c hc φ).1 hφ⟩

/-- In a two-level system the first basis vector `ψ₀` and the Hamiltonian `1 - |ψ₀⟩⟨ψ₀|`
satisfy the ground-state conditions with `E₀ = 0`. -/
theorem isGroundState_witness :
    IsGroundState (LinearMap.id - overlapProj (EuclideanSpace.single (0 : Fin 2) (1 : ℂ)))
      0 (EuclideanSpace.single (0 : Fin 2) (1 : ℂ)) := by
  have hu : ‖EuclideanSpace.single (0 : Fin 2) (1 : ℂ)‖ = 1 := by simp
  generalize EuclideanSpace.single (0 : Fin 2) (1 : ℂ) = ψ at hu ⊢
  have h1 : inner ℂ ψ ψ = (1 : ℂ) := by rw [inner_self_eq_norm_sq_to_K, hu]; simp
  have hH : ∀ x : EuclideanSpace ℂ (Fin 2),
      (LinearMap.id - overlapProj ψ : EuclideanSpace ℂ (Fin 2) →ₗ[ℂ] EuclideanSpace ℂ (Fin 2)) x
        = x - (inner ℂ ψ x) • ψ := fun _ => rfl
  have e : ∀ x : EuclideanSpace ℂ (Fin 2),
      shifted (LinearMap.id - overlapProj ψ) 0 x = x - (inner ℂ ψ x) • ψ := by
    intro x
    change (LinearMap.id - overlapProj ψ :
      EuclideanSpace ℂ (Fin 2) →ₗ[ℂ] EuclideanSpace ℂ (Fin 2)) x - ((0 : ℝ) : ℂ) • x = _
    rw [hH, Complex.ofReal_zero, zero_smul, sub_zero]
  refine ⟨fun x y => ?_, hu, fun x => ?_, fun x => ?_⟩
  · rw [hH, hH, inner_sub_left, inner_sub_right, inner_smul_left, inner_smul_right,
      inner_conj_symm]
    ring
  · -- positivity is the Cauchy-Schwarz inequality
    have hn : (inner ℂ x x).re = ‖x‖ ^ 2 := inner_self_eq_norm_sq (𝕜 := ℂ) x
    have cs := pow_le_pow_left₀ (norm_nonneg _) (norm_inner_le_norm (𝕜 := ℂ) ψ x) 2
    rw [hu, one_mul] at cs
    rw [e, inner_sub_right, inner_smul_right, ← inner_conj_symm x ψ, Complex.mul_conj,
      Complex.sub_re, Complex.ofReal_re, Complex.normSq_eq_norm_sq, hn]
    linarith
  · rw [e]
    constructor
    · exact fun hx => ⟨_, sub_eq_zero.1 hx⟩
    · rintro ⟨a, rfl⟩
      rw [inner_smul_right, h1, mul_one, sub_self]

end

end HylleraasPenalty
```

```lean
#print axioms HylleraasPenalty.penalised_minimiser
#print axioms HylleraasPenalty.existsUnique_minimiser_iff
```

```
'HylleraasPenalty.penalised_minimiser' depends on axioms: [propext, Classical.choice, Quot.sound]
'HylleraasPenalty.existsUnique_minimiser_iff' depends on axioms: [propext, Classical.choice, Quot.sound]
```

## How the proof follows the derivation

`shifted_symm` moves \(A\) across the inner product, and `overlaps` collects the normalisation and the two vanishing overlaps.

`shifted_eq_zero` is the discriminant argument. The statement `e` expands the expectation value along \(x-ty\), `q` records the resulting inequality for all real `t`, and `discrim_le_zero` yields the bound that forces \(\|y\|^2=0\).

`penalised_form_pos` splits on whether \(\langle d,Ad\rangle\) is positive or zero, as above. `exists_firstOrder` builds \(K\) from `overlapProj`, proves it injective, and obtains the solution from `LinearMap.injective_iff_surjective`. This is where finite dimension enters.

In `penalised_lt` the competitor is written as `φ + d` and the source is replaced by \(-A\varphi\). The local statement `sym` equates the real parts of the two cross terms, so that `linarith` can cancel the linear part and leave \(Q_c(d)>0\). `penalised_minimiser` combines this strict inequality with existence.

`penalised_add_smul` shows that a shift along \(\psi_0\) changes only the penalty. `existsUnique_minimiser_iff` uses it for \(c\le0\): the shifted vector is also a minimiser, so uniqueness would give \(a\psi_0=0\), contradicting \(a\ne0\) and \(\|\psi_0\|=1\).

Finally, `isGroundState_witness` checks the assumptions for a two-level Hamiltonian with energies 0 and 1. Positivity there is the Cauchy–Schwarz inequality.

## A degenerate kernel

Still in finite dimension, the argument extends beyond the Lean theorems to a positive semidefinite \(A\) whose kernel has an orthonormal basis \(\chi_1,\dots,\chi_g\), provided that the source \(s\) is orthogonal to that kernel. With the penalty \(c\sum_{i=1}^{g}|\langle\chi_i,\varphi\rangle|^2\) and \(c>0\), the unique minimiser is the solution of \(A\varphi=-s\) orthogonal to all the \(\chi_i\). In the existence step, \(|\psi_0\rangle\langle\psi_0|\) is replaced by the projector onto the whole kernel. This minimiser is the part of a first-order correction outside the degenerate subspace. The first-order equation does not fix the components inside that subspace, and the penalty simply sets them to zero.
